# A projected static polarizability is a lower bound when the response matrix is positive definite

I am computing the static polarizability of a molecule with linear-response TDDFT. The orbitals are real and the functional is adiabatic, so the job is to solve \((A+B)x=d\), where \(d\) holds the dipole matrix elements between occupied and virtual orbitals. The matrix is too large to invert, so the solver projects the equation onto a small set of trial vectors and adds a new one in each iteration.

The printed polarizability creeps upwards and never comes back down. It also stops changing while the residual is still clearly visible. Is the upward drift an accident of my molecule? And can I trust a polarizability that comes from a response vector which is visibly not converged?

## The missing polarizability is the residual measured with the inverse matrix

The drift is no accident, provided that \(M=A+B\) is positive definite and the old trial space is kept when a vector is added. The error of the polarizability is second order in the residual, so the number can be good while the vector is still rough.

Write \(\langle a,b\rangle=a^Tb\). Let the trial vectors be the linearly independent columns of \(V\), and set

\[
G=V^TMV,\qquad x=VG^{-1}V^Td,\qquad r=d-Mx .
\]

Up to a constant prefactor, the exact polarizability along \(d\) is \(\langle d,M^{-1}d\rangle\) and the truncated one is \(\langle d,x\rangle\).

**The small matrix is invertible.** If \(Gc=0\), then \(\langle Vc,MVc\rangle=\langle c,Gc\rangle=0\). Positive definiteness gives \(Vc=0\), and independence of the columns gives \(c=0\).

**The residual is orthogonal to the trial space.** We have \(V^Tr=V^Td-GG^{-1}V^Td=0\), hence \(\langle Vc,r\rangle=0\) for every \(c\). In particular \(\langle x,r\rangle=0\).

**The error follows.** Since \(M^{-1}r=M^{-1}d-x\),

\[
\langle r,M^{-1}r\rangle=\langle r,M^{-1}d\rangle-\langle r,x\rangle=\langle d,M^{-1}d\rangle-\langle Mx,M^{-1}d\rangle=\langle d,M^{-1}d\rangle-\langle d,x\rangle ,
\]

where the last step uses the symmetry of \(M\). The left side is non-negative because \(M^{-1}\) is positive definite too, and it vanishes only for \(r=0\). The truncated value is therefore exact precisely when \(Mx=d\).

**The error is quadratically small.** Suppose \(\langle y,My\rangle\ge m\langle y,y\rangle\) for all \(y\), with \(m>0\). Put \(z=M^{-1}r\), so that \(m\langle z,z\rangle\le\langle r,z\rangle\). Then

\[
0\le\langle r-mz,r-mz\rangle=\langle r,r\rangle-2m\langle r,z\rangle+m^2\langle z,z\rangle\le\langle r,r\rangle-m\langle r,z\rangle ,
\]

and the error \(\langle r,z\rangle\) is at most \(\langle r,r\rangle/m\). A residual norm ten times smaller makes this bound a hundred times smaller.

**The value cannot fall when the space grows.** Consider the Hylleraas functional \(J(y)=2\langle d,y\rangle-\langle y,My\rangle\). For \(y=Vc\), orthogonality gives \(\langle y,d\rangle=\langle y,Mx\rangle\), and likewise \(\langle x,d\rangle=\langle x,Mx\rangle\). Hence \(J(x)=\langle d,x\rangle\) and

\[
\langle d,x\rangle-J(y)=\langle x-y,M(x-y)\rangle\ge0 .
\]

The truncated polarizability is the maximum of \(J\) over the trial space, and a maximum over a larger space is at least as large.

## One iteration with numbers

In each iteration the solver stores \(V\) and the products \(MV\), solves the small system \(Gc=V^Td\), and forms \(x=Vc\) and \(r=d-(MV)c\). It prints \(\langle d,x\rangle\) times the prefactor. A preconditioned residual, orthogonalised against \(V\), then becomes the next column.

Take

\[
M=\begin{pmatrix}2&1\\1&2\end{pmatrix},\qquad d=\begin{pmatrix}1\\0\end{pmatrix},\qquad V=\begin{pmatrix}1\\0\end{pmatrix}.
\]

Then \(G=2\), \(x=(1/2,0)^T\) and \(r=(0,-1/2)^T\). The truncated value is \(1/2\), the exact one is \(2/3\), and \(\langle r,M^{-1}r\rangle=1/6\) is the difference. The lowest eigenvalue of \(M\) is \(1\), so the bound with \(m=1\) is \(1/4\).

## When the response matrix is indefinite

Symmetry and invertibility of \(M\), even together with an invertible \(G\), do not suffice for the sign. Take \(M=\mathrm{diag}(1,-1)\), \(d=(1,1)^T\) and \(V=(1,0)^T\). The truncated value is \(1\) and the exact one is \(0\), so the truncated polarizability is too large.

Suppose that the orbitals and the response kernel come from the same energy functional. Then positive definiteness of \(A+B\) says that the energy of the reference state rises to second order under every non-zero real rotation between occupied and virtual orbitals that the matrix describes. In a spin-restricted calculation the matrix for the polarizability usually covers only rotations that treat both spins alike, so its positive definiteness does not exclude a triplet instability. A negative eigenvalue signals an instability of the reference state.

## What the theorems say about the response problem

The central statement is `polarizability_error`. For a positive definite `M`, a `V` with independent columns and any `d`, it gives both the error identity and the non-negativity of the error.

- `M.PosDef` contains the symmetry of the real matrix as well as the positivity. It is assumed, not derived from a functional or a molecule.
- `Function.Injective V.mulVec` says that different coefficient vectors \(c\) give different trial vectors \(Vc\), which is linear independence of the columns. They need not be orthonormal.
- `response`, `residual`, `polarizability` and `truncated` are \(x\), \(r\), \(\langle d,M^{-1}d\rangle\) and \(\langle d,x\rangle\). The omitted prefactor depends on spin and normalisation conventions; a positive one preserves the inequalities.
- `hgap` is the assumption on \(m\), which stands for the stiffness of the reference state against the softest real orbital rotation that `M` describes. Any positive lower bound on the spectrum of \(M\) will do.

`truncated_eq_iff` states when the truncated value is exact, `error_le_residual_sq` gives the quadratic bound, and `truncated_isGreatest` gives the maximum principle. In `truncated_mono` the larger space is spanned by the columns of `W` and the smaller one by those of `W * C`. Appending a vector is the case in which `C` selects the old columns.

The model is a finite real matrix problem at zero frequency, without rounding errors. The reference value is the full solution for the same matrix, so errors of the orbital basis and of the functional do not enter. The sign concerns the response along the same \(d\) that drives it, not off-diagonal tensor components.

```lean
import Mathlib

open Matrix

namespace TruncatedPolarizability

noncomputable section

variable {n k l : Type*} [Fintype n] [Fintype k] [DecidableEq k]
  [Fintype l] [DecidableEq l]

/-- The response vector `x = V (Vᵀ M V)⁻¹ Vᵀ d` computed in the subspace spanned by the columns
of `V`, for an invertible projected matrix `Vᵀ M V`. -/
def response (M : Matrix n n ℝ) (V : Matrix n k ℝ) (d : n → ℝ) : n → ℝ :=
  V *ᵥ ((Vᵀ * M * V)⁻¹ *ᵥ (Vᵀ *ᵥ d))

/-- The residual `r = d - M x` of the subspace response vector, for an invertible projected
matrix `Vᵀ M V`. -/
def residual (M : Matrix n n ℝ) (V : Matrix n k ℝ) (d : n → ℝ) : n → ℝ :=
  d - M *ᵥ response M V d

/-- The static polarizability `⟨d, M⁻¹ d⟩` along the dipole vector `d`, without its constant
prefactor, for an invertible response matrix `M`. -/
def polarizability [DecidableEq n] (M : Matrix n n ℝ) (d : n → ℝ) : ℝ :=
  d ⬝ᵥ M⁻¹ *ᵥ d

/-- The subspace-truncated static polarizability `⟨d, x⟩`, for an invertible projected matrix
`Vᵀ M V`. -/
def truncated (M : Matrix n n ℝ) (V : Matrix n k ℝ) (d : n → ℝ) : ℝ :=
  d ⬝ᵥ response M V d

/-- The Hylleraas functional `2 ⟨d, y⟩ - ⟨y, M y⟩` of a trial response vector `y`. -/
def hylleraas (M : Matrix n n ℝ) (d y : n → ℝ) : ℝ :=
  2 * (d ⬝ᵥ y) - y ⬝ᵥ M *ᵥ y

/-- For an invertible matrix `A`, the vector `A⁻¹ b` solves the linear system with right-hand
side `b`. -/
theorem mul_inv_apply [DecidableEq n] {A : Matrix n n ℝ} (hA : IsUnit A.det) (b : n → ℝ) :
    A *ᵥ (A⁻¹ *ᵥ b) = b := by
  rw [mulVec_mulVec, mul_nonsing_inv _ hA, one_mulVec]

/-- A real positive definite response matrix can be moved from one side of the scalar product
to the other. -/
theorem symm_dot {M : Matrix n n ℝ} (hM : M.PosDef) (x y : n → ℝ) :
    x ⬝ᵥ M *ᵥ y = (M *ᵥ x) ⬝ᵥ y := by
  have hT : Mᵀ = M := by
    rw [← conjTranspose_eq_transpose_of_trivial]
    exact hM.isHermitian.eq
  rw [dotProduct_mulVec, ← mulVec_transpose, hT]

/-- If `M` is positive definite and the columns of `V` are linearly independent, the projected
response matrix `Vᵀ M V` is invertible. -/
theorem projected_isUnit {M : Matrix n n ℝ} {V : Matrix n k ℝ} (hM : M.PosDef)
    (hV : Function.Injective V.mulVec) : IsUnit (Vᵀ * M * V).det := by
  rw [← isUnit_iff_isUnit_det, ← mulVec_injective_iff_isUnit]
  intro a b hab
  by_contra hne
  have hz : V *ᵥ (a - b) ≠ 0 := by
    intro h
    rw [mulVec_sub, sub_eq_zero] at h
    exact hne (hV h)
  have hp : 0 < (V *ᵥ (a - b)) ⬝ᵥ M *ᵥ (V *ᵥ (a - b)) := by
    simpa only [star_trivial] using hM.dotProduct_mulVec_pos hz
  have h0 : (Vᵀ * M * V) *ᵥ (a - b) = 0 := by
    rw [mulVec_sub, sub_eq_zero]
    exact hab
  -- the energy of `V (a - b)` is the projected energy of `a - b`, which vanishes
  have h1 : Vᵀ *ᵥ (M *ᵥ (V *ᵥ (a - b))) = 0 := by
    rw [← h0]
    simp only [mulVec_mulVec, Matrix.mul_assoc]
  rw [dotProduct_comm, dotProduct_mulVec, ← mulVec_transpose, h1, zero_dotProduct] at hp
  exact lt_irrefl _ hp

/-- Galerkin condition: for positive definite `M` and linearly independent columns of `V`, the
residual is orthogonal to every vector of the trial subspace. -/
theorem galerkin {M : Matrix n n ℝ} {V : Matrix n k ℝ} (hM : M.PosDef)
    (hV : Function.Injective V.mulVec) (d : n → ℝ) (c : k → ℝ) :
    (V *ᵥ c) ⬝ᵥ residual M V d = 0 := by
  have h := mul_inv_apply (projected_isUnit hM hV) (Vᵀ *ᵥ d)
  have hr : Vᵀ *ᵥ residual M V d = 0 := by
    unfold residual response
    rw [mulVec_sub, sub_eq_zero]
    refine h.symm.trans ?_
    simp only [← mulVec_mulVec]
  rw [dotProduct_comm, dotProduct_mulVec, ← mulVec_transpose, hr, zero_dotProduct]

/-- For positive definite `M` and linearly independent columns of `V`, the truncation error of
the static polarizability equals `⟨r, M⁻¹ r⟩` and is never negative. -/
theorem polarizability_error [DecidableEq n] {M : Matrix n n ℝ} {V : Matrix n k ℝ} (hM : M.PosDef)
    (hV : Function.Injective V.mulVec) (d : n → ℝ) :
    polarizability M d - truncated M V d = residual M V d ⬝ᵥ M⁻¹ *ᵥ residual M V d ∧
      0 ≤ polarizability M d - truncated M V d := by
  have hdet : IsUnit M.det := hM.det_pos.ne'.isUnit
  -- `M⁻¹ r` is the error of the response vector
  have hinv : M⁻¹ *ᵥ residual M V d = M⁻¹ *ᵥ d - response M V d := by
    rw [residual, mulVec_sub, mulVec_mulVec, nonsing_inv_mul _ hdet, one_mulVec]
  have hg : response M V d ⬝ᵥ residual M V d = 0 := galerkin hM hV d _
  have hs : response M V d ⬝ᵥ d = (M *ᵥ response M V d) ⬝ᵥ (M⁻¹ *ᵥ d) := by
    rw [← symm_dot hM, mul_inv_apply hdet]
  have key : polarizability M d - truncated M V d
      = residual M V d ⬝ᵥ M⁻¹ *ᵥ residual M V d := by
    rw [hinv, dotProduct_sub, dotProduct_comm _ (response M V d), hg, sub_zero, residual,
      sub_dotProduct, ← hs, dotProduct_comm (response M V d) d]
    rfl
  refine ⟨key, ?_⟩
  rw [key]
  simpa only [star_trivial] using
    hM.inv.posSemidef.dotProduct_mulVec_nonneg (residual M V d)

/-- For positive definite `M` and linearly independent columns of `V`, the truncated
polarizability is exact if and only if the subspace response solves the full equation
`M x = d`. -/
theorem truncated_eq_iff [DecidableEq n] {M : Matrix n n ℝ} {V : Matrix n k ℝ} (hM : M.PosDef)
    (hV : Function.Injective V.mulVec) (d : n → ℝ) :
    truncated M V d = polarizability M d ↔ M *ᵥ response M V d = d := by
  have h := (polarizability_error hM hV d).1
  constructor
  · intro he
    by_contra hne
    have hr : residual M V d ≠ 0 := fun h0 => hne (sub_eq_zero.mp h0).symm
    have hp : 0 < residual M V d ⬝ᵥ M⁻¹ *ᵥ residual M V d := by
      simpa only [star_trivial] using hM.inv.dotProduct_mulVec_pos hr
    linarith
  · intro he
    have hr : residual M V d = 0 := by rw [residual, he, sub_self]
    rw [hr, zero_dotProduct] at h
    linarith

/-- Let `M` be positive definite with `⟨y, M y⟩ ≥ m ⟨y, y⟩` for all `y` and some `m > 0`, and let
the columns of `V` be linearly independent. Then the truncation error is at most the squared
residual norm divided by `m`. -/
theorem error_le_residual_sq [DecidableEq n] {M : Matrix n n ℝ} {V : Matrix n k ℝ} (hM : M.PosDef)
    (hV : Function.Injective V.mulVec) (d : n → ℝ) {m : ℝ} (hm : 0 < m)
    (hgap : ∀ y : n → ℝ, m * (y ⬝ᵥ y) ≤ y ⬝ᵥ M *ᵥ y) :
    polarizability M d - truncated M V d ≤ (residual M V d ⬝ᵥ residual M V d) / m := by
  rw [(polarizability_error hM hV d).1, le_div_iff₀ hm]
  generalize residual M V d = r
  have h1 := hgap (M⁻¹ *ᵥ r)
  rw [mul_inv_apply hM.det_pos.ne'.isUnit r, dotProduct_comm (M⁻¹ *ᵥ r) r] at h1
  -- expand the square of `r - m M⁻¹ r`
  have h2 : 0 ≤ (r - m • (M⁻¹ *ᵥ r)) ⬝ᵥ (r - m • (M⁻¹ *ᵥ r)) :=
    Finset.sum_nonneg fun i _ => mul_self_nonneg _
  simp only [sub_dotProduct, dotProduct_sub, smul_dotProduct, dotProduct_smul,
    smul_eq_mul] at h2
  rw [dotProduct_comm (M⁻¹ *ᵥ r) r] at h2
  nlinarith [mul_le_mul_of_nonneg_left h1 hm.le]

/-- Hylleraas principle in a subspace: for positive definite `M` and linearly independent columns
of `V`, the truncated polarizability is the maximum of the Hylleraas functional over the trial
subspace. -/
theorem truncated_isGreatest {M : Matrix n n ℝ} {V : Matrix n k ℝ} (hM : M.PosDef)
    (hV : Function.Injective V.mulVec) (d : n → ℝ) :
    IsGreatest (Set.range fun c : k → ℝ => hylleraas M d (V *ᵥ c)) (truncated M V d) := by
  have key : ∀ c : k → ℝ, (V *ᵥ c) ⬝ᵥ d = (V *ᵥ c) ⬝ᵥ M *ᵥ response M V d := by
    intro c
    have h := galerkin hM hV d c
    rw [residual, dotProduct_sub] at h
    linarith
  have hx : response M V d ⬝ᵥ d = response M V d ⬝ᵥ M *ᵥ response M V d := key _
  have hc := dotProduct_comm d (response M V d)
  constructor
  · refine ⟨(Vᵀ * M * V)⁻¹ *ᵥ (Vᵀ *ᵥ d), ?_⟩
    change hylleraas M d (response M V d) = truncated M V d
    unfold hylleraas truncated
    linarith
  · rintro _ ⟨c, rfl⟩
    change hylleraas M d (V *ᵥ c) ≤ truncated M V d
    -- the deviation from the optimal vector has non-negative energy
    have h3 : 0 ≤ (response M V d - V *ᵥ c) ⬝ᵥ M *ᵥ (response M V d - V *ᵥ c) := by
      simpa only [star_trivial] using
        hM.posSemidef.dotProduct_mulVec_nonneg (response M V d - V *ᵥ c)
    rw [mulVec_sub, sub_dotProduct, dotProduct_sub, dotProduct_sub] at h3
    have h4 : response M V d ⬝ᵥ M *ᵥ (V *ᵥ c) = (V *ᵥ c) ⬝ᵥ M *ᵥ response M V d := by
      rw [symm_dot hM (response M V d) (V *ᵥ c), dotProduct_comm]
    have h5 := dotProduct_comm d (V *ᵥ c)
    have h6 := key c
    unfold hylleraas truncated
    linarith

/-- For positive definite `M`, enlarging the trial subspace from the columns of `W C` to those of
`W`, both sets linearly independent, never lowers the truncated polarizability. -/
theorem truncated_mono {M : Matrix n n ℝ} {W : Matrix n l ℝ} {C : Matrix l k ℝ}
    (hM : M.PosDef) (hW : Function.Injective W.mulVec)
    (hWC : Function.Injective (W * C).mulVec) (d : n → ℝ) :
    truncated M (W * C) d ≤ truncated M W d := by
  obtain ⟨c, hc⟩ := (truncated_isGreatest hM hWC d).1
  rw [← hc]
  refine (truncated_isGreatest hM hW d).2 ⟨C *ᵥ c, ?_⟩
  simp only [mulVec_mulVec]

end

end TruncatedPolarizability
```

```lean
#print axioms TruncatedPolarizability.projected_isUnit
-- 'TruncatedPolarizability.projected_isUnit' depends on axioms: [propext, Classical.choice, Quot.sound]
#print axioms TruncatedPolarizability.truncated_eq_iff
-- 'TruncatedPolarizability.truncated_eq_iff' depends on axioms: [propext, Classical.choice, Quot.sound]
#print axioms TruncatedPolarizability.error_le_residual_sq
-- 'TruncatedPolarizability.error_le_residual_sq' depends on axioms: [propext, Classical.choice, Quot.sound]
#print axioms TruncatedPolarizability.truncated_mono
-- 'TruncatedPolarizability.truncated_mono' depends on axioms: [propext, Classical.choice, Quot.sound]
```

## From orthogonality to the bounds in Lean

Two small lemmas supply the algebra: `mul_inv_apply` is \(A(A^{-1}b)=b\) for an arbitrary invertible matrix \(A\) (not the \(A\) of \(A+B\)), and `symm_dot` moves \(M\) across the scalar product.

`projected_isUnit` proves that \(G\) is invertible by showing that it acts injectively. If \(Ga=Gb\) with \(a\ne b\), then \(V(a-b)\) is non-zero and has positive energy (`hp`). The projected equation makes the same energy zero, a contradiction.

`galerkin` first obtains \(V^Tr=0\) as `hr`, using the solution of the small system, and then transfers \(V\) to the other side of the scalar product.

In `polarizability_error`, `hinv` is \(M^{-1}r=M^{-1}d-x\), `hg` is \(\langle x,r\rangle=0\), and `hs` is \(\langle x,d\rangle=\langle Mx,M^{-1}d\rangle\). The rewriting in `key` combines them in the order of the derivation above. The sign comes from the positivity of the inverse matrix.

`truncated_eq_iff` uses strict positivity: a non-zero residual would make the error positive. In `error_le_residual_sq`, `h1` is \(m\langle z,z\rangle\le\langle r,z\rangle\) and `h2` is the non-negative square of \(r-mz\). The closing `nlinarith` call receives `h1` multiplied by \(m\) and combines it with the expanded square.

`truncated_isGreatest` has two parts. The first shows that the value is attained, with the coefficients \(G^{-1}V^Td\). The second expands the non-negative energy of \(x-Vc\) in `h3`, and `linarith` collects the terms. Finally, `truncated_mono` takes the optimal coefficients \(c\) of the smaller space and notes that \(Cc\) describes the same vector in the larger one, where it can do no better than the maximum.
